# The Six-Point Average of the Coulomb Potential: Its Fourth-Order Error on Cube Axes and Body Diagonals

## Six charges are not a shell

Replace a uniformly charged spherical shell of radius h, centred at the origin and of positive total charge, by six equal charges where the coordinate axes meet it, keeping the total charge. The dipole and quadrupole vanish, so the replacement looks harmless outside the shell. Yet at a fixed distance and for small h, the potential of the six charges is higher than the shell's on the cube axes and lower on the body diagonals: the replacement introduces a spurious cubic anisotropy.

The same error arises if the spherical average of a potential over a muffin-tin sphere is estimated from the six points where the axes through its centre meet it; the result here gives its fourth-order term for the bare potential of one point charge outside the sphere.

## The limit

Let e_i, with i = 0, 1, 2, be the coordinate unit vectors, and let A(r,h) be the average of 1/‖r + he‖ over the six vectors e = ±e_i. For r ≠ 0, as h → 0,

(A(r,h) − 1/‖r‖)/h⁴ → (7/24)(5 Σ r_i⁴ − 3‖r‖⁴)/‖r‖⁹.

For a unit vector n the right side is (7/24)(5 Σ n_i⁴ − 3). It equals 7/12 on a cube axis, where Σ n_i⁴ = 1, and −7/18 on a body diagonal, where Σ n_i⁴ = 1/3.

## Expanding one inverse distance

For a unit vector n,

‖n ± he_i‖² = 1 ± 2hn_i + h².

Write x for ±n_i and D = √(1 + 2hx + h²). Inserting u = 2hx + h² into

(1 + u)^(−1/2) = 1 − u/2 + 3u²/8 − 5u³/16 + 35u⁴/128 − …

and collecting powers of h through the fourth gives

M(x,h) = 1 − hx + h²(3x² − 1)/2 − h³(5x³ − 3x)/2 + h⁴(35x⁴ − 30x² + 3)/8.

To control the remainder, multiply out: M²D² = 1 + h⁵R(h), with R a polynomial in h. Hence

1/D − M = (1 − M²D²)/(D(MD + 1)) = −h⁵R(h)/(D(MD + 1)).

The denominator tends to 2, so the remainder divided by h⁴ tends to 0.

## Averaging and rescaling

Opposite points cancel the odd powers of h. Since Σ n_i² = 1, the remaining terms average to

h²: (1/3) Σ (3n_i² − 1)/2 = 0,

h⁴: (1/24)(35 Σ n_i⁴ − 30 + 9) = (7/24)(5 Σ n_i⁴ − 3).

For general r, put ρ = ‖r‖, n = r/ρ and t = h/ρ. Then A(r,h) = A(n,t)/ρ, so

(A(r,h) − 1/ρ)/h⁴ = ρ⁻⁵ (A(n,t) − 1)/t⁴,

and inserting n_i = r_i/ρ gives the stated limit.

## Reading the Lean statement

`Position` is three-dimensional Euclidean space, `EuclideanSpace.single i 1` is e_i, and `sixPointAverage r h` is A(r,h), in units where a unit charge has potential 1/distance. The filter `𝓝[≠] 0` lets h approach zero from both sides without equalling it. When 0 < |h| < ‖r‖, none of the six distances vanishes.

The general limit is `sixPointAverage_limit`. The theorem `cube_axis` takes n = e_i, while `body_diagonal` assumes n_i² = 1/3 for every i, which admits all eight diagonal directions. Both add the sign of A − 1 for all sufficiently small h ≠ 0, written `∀ᶠ`. No explicit threshold or error bound at a given h is supplied.

The comparison value could also have been modelled as the average of 1/‖r + he‖ over all unit vectors e. By Newton's shell theorem this equals 1/‖r‖ for |h| < ‖r‖, so the limit would be the same, but the formalisation would need a surface integral.

```lean
import Mathlib

open Filter Topology

namespace SixPointCoulombAverage

noncomputable section

/-- Position vectors in three-dimensional Euclidean space. -/
abbrev Position := EuclideanSpace ℝ (Fin 3)

/-- The average of the inverse distance `1/‖r + h e‖` over the six vectors `e` along plus and
minus the coordinate axes, for `r` different from all six points `± h e_i`. -/
def sixPointAverage (r : Position) (h : ℝ) : ℝ :=
  (1 / 6) * ∑ i : Fin 3, (1 / ‖r + h • EuclideanSpace.single i (1 : ℝ)‖
    + 1 / ‖r - h • EuclideanSpace.single i (1 : ℝ)‖)

/-- The multipole series of `1/√(1 + 2hx + h²)` through fourth order in `h`, with the Legendre
polynomials evaluated at `-x` as coefficients, where `x` is the direction cosine. -/
def multipoleSum (x h : ℝ) : ℝ :=
  1 - h * x + h ^ 2 * ((3 * x ^ 2 - 1) / 2) - h ^ 3 * ((5 * x ^ 3 - 3 * x) / 2)
    + h ^ 4 * ((35 * x ^ 4 - 30 * x ^ 2 + 3) / 8)

/-- The square of the truncated multipole series, times the squared distance, is one up to
`h⁵` times a continuous function of `h`. -/
theorem multipoleSum_sq_mul (x : ℝ) : ∃ R : ℝ → ℝ, Continuous R ∧
    ∀ h, multipoleSum x h ^ 2 * (1 + 2 * h * x + h ^ 2) = 1 + h ^ 5 * R h := by
  obtain ⟨p, hp⟩ : ∃ p : ℝ, p = (3 * x ^ 2 - 1) / 2 := ⟨_, rfl⟩
  obtain ⟨q, hq⟩ : ∃ q : ℝ, q = -((5 * x ^ 3 - 3 * x) / 2) := ⟨_, rfl⟩
  obtain ⟨s, hs⟩ : ∃ s : ℝ, s = (35 * x ^ 4 - 30 * x ^ 2 + 3) / 8 := ⟨_, rfl⟩
  refine ⟨fun h =>
    (2 * (-x * s + p * q) + 2 * x * (16 * x ^ 4 - 12 * x ^ 2 + 1) - (8 * x ^ 3 - 4 * x))
    + h * (2 * p * s + q ^ 2 + 4 * x * (-x * s + p * q) + (16 * x ^ 4 - 12 * x ^ 2 + 1))
    + h ^ 2 * (2 * q * s + 2 * x * (2 * p * s + q ^ 2) + 2 * (-x * s + p * q))
    + h ^ 3 * (s ^ 2 + 4 * x * q * s + 2 * p * s + q ^ 2)
    + h ^ 4 * (2 * x * s ^ 2 + 2 * q * s) + h ^ 5 * s ^ 2, by fun_prop, fun h => ?_⟩
  simp only [multipoleSum, hp, hq, hs]
  ring

/-- The inverse distance differs from its multipole series through fourth order by less than
order `h⁴`. -/
theorem inverse_distance_remainder (x : ℝ) :
    Tendsto (fun h : ℝ => (1 / √(1 + 2 * h * x + h ^ 2) - multipoleSum x h) / h ^ 4)
      (𝓝[≠] 0) (𝓝 0) := by
  obtain ⟨R, hRc, hR⟩ := multipoleSum_sq_mul x
  have hP : Continuous (fun h => multipoleSum x h) := by
    unfold multipoleSum
    fun_prop
  have hS : Continuous (fun h : ℝ => √(1 + 2 * h * x + h ^ 2)) := by fun_prop
  have hD : Continuous (fun h : ℝ => √(1 + 2 * h * x + h ^ 2) *
      (multipoleSum x h * √(1 + 2 * h * x + h ^ 2) + 1)) :=
    hS.mul ((hP.mul hS).add continuous_const)
  have hD0 : √(1 + 2 * (0 : ℝ) * x + 0 ^ 2) *
      (multipoleSum x 0 * √(1 + 2 * (0 : ℝ) * x + 0 ^ 2) + 1) ≠ 0 := by
    norm_num [multipoleSum]
  -- the rationalised remainder is continuous at `h = 0` and vanishes there
  have hG : Tendsto (fun h : ℝ => -(h * R h) / (√(1 + 2 * h * x + h ^ 2) *
      (multipoleSum x h * √(1 + 2 * h * x + h ^ 2) + 1))) (𝓝 0) (𝓝 0) := by
    have h0 : Continuous (fun h : ℝ => -(h * R h)) := by fun_prop
    have h1 := (h0.tendsto 0).div (hD.tendsto 0) hD0
    simp only [zero_mul, neg_zero, zero_div] at h1
    exact h1
  refine (hG.mono_left nhdsWithin_le_nhds).congr' ?_
  filter_upwards [self_mem_nhdsWithin,
    (hD.continuousAt.eventually_ne hD0).filter_mono nhdsWithin_le_nhds] with h hh hd
  have hh' : h ≠ 0 := hh
  have hs := left_ne_zero_of_mul hd
  have k2 := Real.sq_sqrt (Real.sqrt_ne_zero'.mp hs).le
  have k1 := one_div_mul_cancel hs
  have k3 := hR h
  symm
  rw [div_eq_div_iff (pow_ne_zero 4 hh') hd]
  linear_combination (multipoleSum x h * √(1 + 2 * h * x + h ^ 2) + 1) * k1
    - multipoleSum x h ^ 2 * k2 - k3

/-- The distance from a unit vector `n` to the point `-h e_i` is `√(1 + 2 h n_i + h²)`. -/
theorem norm_displaced (n : Position) (hn : ‖n‖ = 1) (i : Fin 3) (h : ℝ) :
    ‖n + h • EuclideanSpace.single i (1 : ℝ)‖ = √(1 + 2 * h * n i + h ^ 2) := by
  have e1 : ‖n + h • EuclideanSpace.single i (1 : ℝ)‖ ^ 2 = 1 + 2 * h * n i + h ^ 2 := by
    rw [norm_add_sq_real, hn, inner_smul_right, norm_smul, EuclideanSpace.inner_single_right]
    simp
    ring
  rw [← e1, Real.sqrt_sq (norm_nonneg _)]

/-- For a unit vector, averaging the multipole series through fourth order over the six
directions leaves one plus a term in `h⁴`. -/
theorem average_multipoleSum (n : Position) (hn : ‖n‖ = 1) (h : ℝ) :
    (1 / 6) * ∑ i, (multipoleSum (n i) h + multipoleSum (-n i) h)
      = 1 + h ^ 4 * (7 / 24 * (5 * ∑ i, n i ^ 4 - 3)) := by
  have hs := EuclideanSpace.norm_sq_eq n
  simp only [hn, Fin.sum_univ_three, Real.norm_eq_abs, sq_abs] at hs
  simp only [Fin.sum_univ_three, multipoleSum]
  linear_combination (5 / 4 * h ^ 4 - h ^ 2 / 2) * hs

/-- For a unit vector `n`, the six-point average of the inverse distance minus one, divided by `h⁴`,
tends to `(7/24)(5(n₀⁴ + n₁⁴ + n₂⁴) - 3)` as `h` tends to zero. -/
theorem sixPointAverage_unit (n : Position) (hn : ‖n‖ = 1) :
    Tendsto (fun h => (sixPointAverage n h - 1) / h ^ 4) (𝓝[≠] 0)
      (𝓝 (7 / 24 * (5 * ∑ i, n i ^ 4 - 3))) := by
  have h1 : Tendsto (fun h : ℝ => ∑ i : Fin 3,
      ((1 / √(1 + 2 * h * n i + h ^ 2) - multipoleSum (n i) h) / h ^ 4
      + (1 / √(1 + 2 * h * (-n i) + h ^ 2) - multipoleSum (-n i) h) / h ^ 4))
      (𝓝[≠] 0) (𝓝 (∑ _i : Fin 3, ((0 : ℝ) + 0))) :=
    tendsto_finsetSum _ fun i _ =>
      (inverse_distance_remainder (n i)).add (inverse_distance_remainder (-n i))
  have h2 := (h1.const_mul (1 / 6)).add_const (7 / 24 * (5 * ∑ i, n i ^ 4 - 3))
  have hz : (1 / 6 : ℝ) * (∑ _i : Fin 3, ((0 : ℝ) + 0)) + 7 / 24 * (5 * ∑ i, n i ^ 4 - 3)
      = 7 / 24 * (5 * ∑ i, n i ^ 4 - 3) := by simp
  rw [hz] at h2
  refine h2.congr' ?_
  filter_upwards [self_mem_nhdsWithin] with h hh
  have hh' : h ≠ 0 := hh
  have hminus : ∀ i, ‖n - h • EuclideanSpace.single i (1 : ℝ)‖
      = √(1 + 2 * h * (-n i) + h ^ 2) := fun i => by
    rw [sub_eq_add_neg, ← neg_smul, norm_displaced n hn]
    congr 1
    ring
  have k : h ^ 4 / h ^ 4 = 1 := div_self (pow_ne_zero 4 hh')
  have hav := average_multipoleSum n hn h
  simp only [sixPointAverage, norm_displaced n hn, hminus, Fin.sum_univ_three] at hav ⊢
  linear_combination (-1 / h ^ 4) * hav
    - (7 / 24 * (5 * (n 0 ^ 4 + n 1 ^ 4 + n 2 ^ 4) - 3)) * k

/-- Scaling all lengths by `c > 0` divides the six-point average by `c`. -/
theorem sixPointAverage_scale (r : Position) (h : ℝ) {c : ℝ} (hc : 0 < c) :
    sixPointAverage (c • r) (c * h) = c⁻¹ * sixPointAverage r h := by
  simp only [sixPointAverage, mul_smul, ← smul_add, ← smul_sub, norm_smul,
    Real.norm_of_nonneg hc.le, Fin.sum_univ_three, one_div, mul_inv]
  ring

/-- At any position `r ≠ 0`, the six-point average of the inverse distance minus `1/‖r‖`, divided by
`h⁴`, tends to `(7/24)(5(r₀⁴ + r₁⁴ + r₂⁴) - 3‖r‖⁴)/‖r‖⁹` as `h` tends to zero. -/
theorem sixPointAverage_limit (r : Position) (hr : r ≠ 0) :
    Tendsto (fun h => (sixPointAverage r h - 1 / ‖r‖) / h ^ 4) (𝓝[≠] 0)
      (𝓝 (7 / 24 * (5 * ∑ i, r i ^ 4 - 3 * ‖r‖ ^ 4) / ‖r‖ ^ 9)) := by
  have hρ : 0 < ‖r‖ := norm_pos_iff.mpr hr
  have hn : ‖‖r‖⁻¹ • r‖ = 1 := by
    rw [norm_smul, norm_inv, norm_norm, inv_mul_cancel₀ hρ.ne']
  -- measure the displacement in units of the distance `‖r‖`
  have ht : Tendsto (fun h : ℝ => ‖r‖⁻¹ * h) (𝓝[≠] 0) (𝓝[≠] 0) := by
    refine tendsto_nhdsWithin_iff.mpr ⟨?_, ?_⟩
    · exact (Continuous.tendsto' (by fun_prop) 0 0 (by simp)).mono_left nhdsWithin_le_nhds
    · filter_upwards [self_mem_nhdsWithin] with h hh
      exact mul_ne_zero (inv_ne_zero hρ.ne') hh
  have h1 := ((sixPointAverage_unit _ hn).comp ht).const_mul ((‖r‖ ^ 5)⁻¹)
  have hc : (‖r‖ ^ 5)⁻¹ * (7 / 24 * (5 * ∑ i, (‖r‖⁻¹ • r) i ^ 4 - 3))
      = 7 / 24 * (5 * ∑ i, r i ^ 4 - 3 * ‖r‖ ^ 4) / ‖r‖ ^ 9 := by
    simp only [PiLp.smul_apply, smul_eq_mul, Fin.sum_univ_three]
    field_simp
  rw [hc] at h1
  refine h1.congr' ?_
  filter_upwards [self_mem_nhdsWithin] with h hh
  have hh' : h ≠ 0 := hh
  simp only [Function.comp_apply, sixPointAverage_scale r h (inv_pos.mpr hρ), inv_inv]
  field_simp

/-- At the coordinate unit vector `e_i`, the six-point average minus one, divided by `h⁴`, tends to
`7/12` as `h` tends to zero, and the six-point average exceeds one for all sufficiently small
`h ≠ 0`. -/
theorem cube_axis (i : Fin 3) :
    Tendsto (fun h => (sixPointAverage (EuclideanSpace.single i 1) h - 1) / h ^ 4)
      (𝓝[≠] 0) (𝓝 (7 / 12)) ∧
    ∀ᶠ h in 𝓝[≠] (0 : ℝ), 1 < sixPointAverage (EuclideanSpace.single i 1) h := by
  have hl := sixPointAverage_unit (EuclideanSpace.single i 1) (by simp)
  have hc : 7 / 24 * (5 * ∑ j, (EuclideanSpace.single i (1 : ℝ) : Position) j ^ 4 - 3)
      = 7 / 12 := by
    fin_cases i <;> norm_num [Fin.sum_univ_three]
  rw [hc] at hl
  refine ⟨hl, ?_⟩
  filter_upwards [hl.eventually (lt_mem_nhds (by norm_num : (0 : ℝ) < 7 / 12)),
    self_mem_nhdsWithin] with h h1 hh
  have hh' : h ≠ 0 := hh
  have hp : 0 < h ^ 4 := by positivity
  have h2 := mul_pos h1 hp
  rw [div_mul_cancel₀ _ hp.ne'] at h2
  linarith

/-- On a body diagonal at unit distance, where every `n_i² = 1/3`, the six-point average minus one,
divided by `h⁴`, tends to `-7/18` as `h` tends to zero, and the six-point average is below one for
all sufficiently small `h ≠ 0`. -/
theorem body_diagonal (n : Position) (hd : ∀ i, n i ^ 2 = 1 / 3) :
    Tendsto (fun h => (sixPointAverage n h - 1) / h ^ 4) (𝓝[≠] 0) (𝓝 (-7 / 18)) ∧
    ∀ᶠ h in 𝓝[≠] (0 : ℝ), sixPointAverage n h < 1 := by
  have hn : ‖n‖ = 1 := by
    refine (sq_eq_sq₀ (norm_nonneg n) zero_le_one).1 ?_
    rw [EuclideanSpace.norm_sq_eq]
    simp only [Real.norm_eq_abs, sq_abs, hd, Fin.sum_univ_three]
    norm_num
  have h4 : ∀ i, n i ^ 4 = 1 / 9 := fun i => by
    linear_combination (n i ^ 2 + 1 / 3) * hd i
  have hl := sixPointAverage_unit n hn
  have hc : 7 / 24 * (5 * ∑ i, n i ^ 4 - 3) = -7 / 18 := by
    simp only [h4, Fin.sum_univ_three]
    norm_num
  rw [hc] at hl
  refine ⟨hl, ?_⟩
  filter_upwards [hl.eventually (gt_mem_nhds (by norm_num : (-7 / 18 : ℝ) < 0)),
    self_mem_nhdsWithin] with h h1 hh
  have hh' : h ≠ 0 := hh
  have hp : 0 < h ^ 4 := by positivity
  have h2 := mul_neg_of_neg_of_pos h1 hp
  rw [div_mul_cancel₀ _ hp.ne'] at h2
  linarith

end

end SixPointCoulombAverage
```

```lean
#print axioms SixPointCoulombAverage.sixPointAverage_limit
-- 'SixPointCoulombAverage.sixPointAverage_limit' depends on axioms: [propext, Classical.choice, Quot.sound]
#print axioms SixPointCoulombAverage.cube_axis
-- 'SixPointCoulombAverage.cube_axis' depends on axioms: [propext, Classical.choice, Quot.sound]
#print axioms SixPointCoulombAverage.body_diagonal
-- 'SixPointCoulombAverage.body_diagonal' depends on axioms: [propext, Classical.choice, Quot.sound]
```

## From the remainder to the signs

`multipoleSum_sq_mul` supplies R explicitly, and `ring` checks the identity. `inverse_distance_remainder` uses continuity to take the limit of the rationalised quotient and to keep its denominator nonzero near h = 0; `linear_combination` then identifies it with the original quotient.

`norm_displaced` expands the squared distance. `average_multipoleSum` performs the cancellation, using Σ n_i² = 1 as `hs`. In `sixPointAverage_unit`, `tendsto_finsetSum` adds the vanishing remainders, and the averaged polynomial provides the limit.

`sixPointAverage_scale` is the change of length unit, which `sixPointAverage_limit` applies with factor 1/‖r‖. In the last two theorems, a limit of definite sign forces the quotient to have that sign near h = 0, and multiplying by h⁴ > 0 transfers it to A − 1.
